# With real orbitals and non-singular A + B, a purely imaginary perturbation leaves only exchange coupling in closed-shell CPHF

## Does the Coulomb coupling vanish for a magnetic perturbation?

I treat the static first-order orbital response as a complex function $U$ on virtual–occupied pairs, and I keep $\bar U$ in the equation as the actual conjugate of $U$, not as a second unknown. The coupled-perturbed Hartree–Fock (CPHF) equation is then $AU + B\bar U = -h$, with real matrices $A$, $B$ and a perturbation $h$. For a magnetic field and real orbitals, $h$ is purely imaginary at first order, and the response should be $U = iX$ with $X$ real and coupled through exchange only. Can this be made rigorous and machine-checked, with the necessary assumptions visible?

## The imaginary part sees only A − B

Yes, provided that $A+B$ is non-singular. Write $U = R + iX$ with $R$, $X$ real. Then

$$A(R+iX) + B(R-iX) = (A+B)R + i(A-B)X,$$

so the equation separates into

$$(A+B)R = -\operatorname{Re}h,\qquad (A-B)X = -\operatorname{Im}h.$$

If $\operatorname{Re}h = 0$, the first equation is homogeneous and non-singularity forces $R=0$. Conversely, any real $X$ that solves the second equation gives a solution $U=iX$.

If $A+B$ is singular, it has a real null vector $w\neq0$. When $\operatorname{Re}h=0$ and $U$ is any solution, $w+i\operatorname{Im}U$ is then a solution with a non-zero real part.

For virtual orbitals $a,b$, occupied orbitals $i,j$, orbital energies $\varepsilon$, integrals $(pq|rs)$ and a fraction $c$ of exact exchange,

$$A_{ai,bj} = \delta_{ab}\delta_{ij}(\varepsilon_a-\varepsilon_i) + 2(ai|jb) - c\,(ab|ji),$$
$$B_{ai,bj} = 2(ai|bj) - c\,(aj|bi).$$

Since $(ai|jb)=(ai|bj)$, the Coulomb terms cancel in $A-B$:

$$(\varepsilon_a-\varepsilon_i)X_{ai} - c\sum_{bj}\big[(ab|ji)-(aj|bi)\big]X_{bj} = -\operatorname{Im}h_{ai}.$$

For $c=0$ and non-zero gaps, $X_{ai} = -\operatorname{Im}h_{ai}/(\varepsilon_a-\varepsilon_i)$. Because $h = i\operatorname{Im}h$, this gives $U_{ai} = -h_{ai}/(\varepsilon_a-\varepsilon_i)$.

## What the Lean statements say

```lean
import Mathlib

open Matrix ComplexConjugate

namespace MagneticCPHF

noncomputable section

variable {n : Type*} [Fintype n] [DecidableEq n]

/-- The coupled-perturbed Hartree-Fock equation `A U + B conj(U) = -h` for the complex
orbital response `U` to a perturbation `h`, with real matrices `A` and `B`. -/
def IsResponse (A B : Matrix n n ℝ) (h U : n → ℂ) : Prop :=
  ∀ p, ∑ q, ((A p q : ℂ) * U q + (B p q : ℂ) * conj (U q)) = -h p

omit [DecidableEq n] in
/-- The response equation separates: `A + B` governs the real part of the response and
`A - B` the imaginary part. -/
theorem isResponse_iff_re_im (A B : Matrix n n ℝ) (h U : n → ℂ) :
    IsResponse A B h U ↔
      ((A + B) *ᵥ (fun q => (U q).re) = fun p => -(h p).re) ∧
      ((A - B) *ᵥ (fun q => (U q).im) = fun p => -(h p).im) := by
  have hre : ∀ p, (∑ q, ((A p q : ℂ) * U q + (B p q : ℂ) * conj (U q))).re
      = ((A + B) *ᵥ (fun q => (U q).re)) p := by
    intro p
    rw [Complex.re_sum]
    simp only [Matrix.mulVec, dotProduct]
    refine Finset.sum_congr rfl fun q _ => ?_
    simp only [Complex.add_re, Complex.re_ofReal_mul, Complex.conj_re, Matrix.add_apply]
    ring
  -- conjugation flips the sign of the imaginary part, hence `A - B`
  have him : ∀ p, (∑ q, ((A p q : ℂ) * U q + (B p q : ℂ) * conj (U q))).im
      = ((A - B) *ᵥ (fun q => (U q).im)) p := by
    intro p
    rw [Complex.im_sum]
    simp only [Matrix.mulVec, dotProduct]
    refine Finset.sum_congr rfl fun q _ => ?_
    simp only [Complex.add_im, Complex.im_ofReal_mul, Complex.conj_im, Matrix.sub_apply]
    ring
  constructor
  · intro hU
    constructor
    · funext p
      rw [← hre p, hU p, Complex.neg_re]
    · funext p
      rw [← him p, hU p, Complex.neg_im]
  · rintro ⟨h1, h2⟩ p
    apply Complex.ext
    · rw [hre p, h1, Complex.neg_re]
    · rw [him p, h2, Complex.neg_im]

/-- For a purely imaginary perturbation and non-singular `A + B`, the solutions of the response
equation are exactly `U = iX` with `X` real and `(A - B) X = -Im h`. -/
theorem isResponse_imaginary_iff (A B : Matrix n n ℝ) (h U : n → ℂ)
    (hAB : (A + B).det ≠ 0) (him : ∀ p, (h p).re = 0) :
    IsResponse A B h U ↔ ∃ X : n → ℝ, (U = fun p => Complex.I * (X p : ℂ)) ∧
      (A - B) *ᵥ X = fun p => -(h p).im := by
  rw [isResponse_iff_re_im]
  constructor
  · rintro ⟨h1, h2⟩
    -- the real part solves a homogeneous non-singular system
    have h0 : (A + B) *ᵥ (fun q => (U q).re) = 0 := by
      rw [h1]
      funext p
      simp [him p]
    have hz := Matrix.eq_zero_of_mulVec_eq_zero hAB h0
    refine ⟨fun q => (U q).im, ?_, h2⟩
    funext p
    have hp : (U p).re = 0 := congrFun hz p
    apply Complex.ext <;> simp [hp]
  · rintro ⟨X, rfl, hX⟩
    constructor
    · funext p
      simp [Matrix.mulVec, dotProduct, him p]
    · simpa using hX

/-- If `A + B` is singular, a purely imaginary perturbation that has a response also has one
whose real part does not vanish. -/
theorem exists_real_part_of_singular (A B : Matrix n n ℝ) (h U : n → ℂ)
    (hAB : (A + B).det = 0) (him : ∀ p, (h p).re = 0) (hU : IsResponse A B h U) :
    ∃ W : n → ℂ, IsResponse A B h W ∧ ∃ p, (W p).re ≠ 0 := by
  obtain ⟨w, hw, hw0⟩ := Matrix.exists_mulVec_eq_zero_iff.mpr hAB
  have h2 := ((isResponse_iff_re_im A B h U).mp hU).2
  refine ⟨fun p => ⟨w p, (U p).im⟩, ?_, ?_⟩
  · rw [isResponse_iff_re_im]
    refine ⟨?_, h2⟩
    change (A + B) *ᵥ w = _
    rw [hw0]
    funext p
    simp [him p]
  · exact Function.ne_iff.mp hw

variable {occ virt : Type*} [Fintype occ] [Fintype virt] [DecidableEq occ] [DecidableEq virt]

/-- Closed-shell matrix `A`, with entries `δ (ε_a - ε_i) + 2 (ai|jb) - c (ab|ji)`, where `c` is
the fraction of exact exchange. -/
def hessA (ε : occ ⊕ virt → ℝ) (g : occ ⊕ virt → occ ⊕ virt → occ ⊕ virt → occ ⊕ virt → ℝ)
    (c : ℝ) : Matrix (virt × occ) (virt × occ) ℝ :=
  Matrix.of fun x y => (if x = y then ε (.inr x.1) - ε (.inl x.2) else 0)
    + 2 * g (.inr x.1) (.inl x.2) (.inl y.2) (.inr y.1)
    - c * g (.inr x.1) (.inr y.1) (.inl y.2) (.inl x.2)

/-- Closed-shell matrix `B`, with entries `2 (ai|bj) - c (aj|bi)`. -/
def hessB (g : occ ⊕ virt → occ ⊕ virt → occ ⊕ virt → occ ⊕ virt → ℝ)
    (c : ℝ) : Matrix (virt × occ) (virt × occ) ℝ :=
  Matrix.of fun x y => 2 * g (.inr x.1) (.inl x.2) (.inr y.1) (.inl y.2)
    - c * g (.inr x.1) (.inl y.2) (.inr y.1) (.inl x.2)

/-- When `(pq|rs) = (pq|sr)`, the Coulomb integrals cancel in `A - B`, which acts through
orbital-energy gaps and exchange integrals only. -/
theorem hess_sub_mulVec (ε : occ ⊕ virt → ℝ)
    (g : occ ⊕ virt → occ ⊕ virt → occ ⊕ virt → occ ⊕ virt → ℝ) (c : ℝ)
    (hg : ∀ p q r s, g p q r s = g p q s r) (X : virt × occ → ℝ) (a : virt) (i : occ) :
    ((hessA ε g c - hessB g c) *ᵥ X) (a, i) = (ε (.inr a) - ε (.inl i)) * X (a, i)
      - c * ∑ b, ∑ j, (g (.inr a) (.inr b) (.inl j) (.inl i)
        - g (.inr a) (.inl j) (.inr b) (.inl i)) * X (b, j) := by
  have entry : ∀ y : virt × occ, (hessA ε g c - hessB g c) (a, i) y * X y
      = (if (a, i) = y then (ε (.inr a) - ε (.inl i)) * X y else 0)
        - c * ((g (.inr a) (.inr y.1) (.inl y.2) (.inl i)
          - g (.inr a) (.inl y.2) (.inr y.1) (.inl i)) * X y) := by
    intro y
    simp only [Matrix.sub_apply, hessA, hessB, Matrix.of_apply]
    -- the two Coulomb terms are equal
    rw [hg (.inr a) (.inl i) (.inl y.2) (.inr y.1)]
    split_ifs <;> ring
  simp only [Matrix.mulVec, dotProduct]
  rw [Finset.sum_congr rfl fun y _ => entry y, Finset.sum_sub_distrib, Finset.sum_ite_eq,
    ← Finset.mul_sum, Fintype.sum_prod_type]
  simp

/-- Magnetic coupled-perturbed Hartree-Fock equations: when `(pq|rs) = (pq|sr)` and `A + B` is
non-singular, the responses to a purely imaginary perturbation are exactly the `U = iX` whose real
amplitudes `X` solve the equations with orbital-energy gaps and exchange integrals only. -/
theorem magnetic_response_iff (ε : occ ⊕ virt → ℝ)
    (g : occ ⊕ virt → occ ⊕ virt → occ ⊕ virt → occ ⊕ virt → ℝ) (c : ℝ)
    (hg : ∀ p q r s, g p q r s = g p q s r) (h U : virt × occ → ℂ)
    (hAB : (hessA ε g c + hessB g c).det ≠ 0) (him : ∀ x, (h x).re = 0) :
    IsResponse (hessA ε g c) (hessB g c) h U ↔
      ∃ X : virt × occ → ℝ, (U = fun x => Complex.I * (X x : ℂ)) ∧
        ∀ a i, (ε (.inr a) - ε (.inl i)) * X (a, i)
          - c * ∑ b, ∑ j, (g (.inr a) (.inr b) (.inl j) (.inl i)
            - g (.inr a) (.inl j) (.inr b) (.inl i)) * X (b, j) = -(h (a, i)).im := by
  rw [isResponse_imaginary_iff _ _ h U hAB him]
  refine exists_congr fun X => and_congr_right fun _ => ?_
  constructor
  · intro hX a i
    rw [← hess_sub_mulVec ε g c hg X a i, hX]
  · intro hX
    funext ⟨a, i⟩
    rw [hess_sub_mulVec ε g c hg X a i, hX a i]

/-- Without exact exchange, when `(pq|rs) = (pq|sr)`, `A + B` is non-singular and the orbital-energy
gaps are non-zero, the response to a purely imaginary perturbation is the uncoupled expression
`-h_ai / (ε_a - ε_i)`. -/
theorem magnetic_response_uncoupled (ε : occ ⊕ virt → ℝ)
    (g : occ ⊕ virt → occ ⊕ virt → occ ⊕ virt → occ ⊕ virt → ℝ)
    (hg : ∀ p q r s, g p q r s = g p q s r) (h U : virt × occ → ℂ)
    (hAB : (hessA ε g 0 + hessB g 0).det ≠ 0) (him : ∀ x, (h x).re = 0)
    (hgap : ∀ a i, ε (.inr a) - ε (.inl i) ≠ 0) :
    IsResponse (hessA ε g 0) (hessB g 0) h U ↔
      U = fun x => -h x / ((ε (.inr x.1) - ε (.inl x.2) : ℝ) : ℂ) := by
  have hh : ∀ x, h x = Complex.I * ((h x).im : ℂ) := fun x =>
    Complex.ext (by simp [him x]) (by simp)
  rw [magnetic_response_iff ε g 0 hg h U hAB him]
  simp only [zero_mul, sub_zero]
  constructor
  · rintro ⟨X, rfl, hX⟩
    funext ⟨a, i⟩
    have e : ((ε (.inr a) - ε (.inl i) : ℝ) : ℂ) * (X (a, i) : ℂ) = -((h (a, i)).im : ℂ) := by
      exact_mod_cast hX a i
    rw [eq_div_iff (Complex.ofReal_ne_zero.mpr (hgap a i))]
    linear_combination Complex.I * e + hh (a, i)
  · rintro rfl
    refine ⟨fun x => -(h x).im / (ε (.inr x.1) - ε (.inl x.2)), ?_, ?_⟩
    · funext x
      rw [Complex.ofReal_div, Complex.ofReal_neg]
      linear_combination (-1 / ((ε (.inr x.1) - ε (.inl x.2) : ℝ) : ℂ)) * hh x
    · intro a i
      have := hgap a i
      field_simp

/-- Model integrals for one occupied and one virtual orbital: `(pq|rs) = w_pq w_rs` with
`w = 1` on the diagonal and `1/2` off it. -/
def modelIntegral (p q r s : Unit ⊕ Unit) : ℝ :=
  (if p = q then 1 else 1 / 2) * (if r = s then 1 else 1 / 2)

/-- Model orbital energies: `0` for the occupied and `2` for the virtual orbital. -/
def modelEnergy : Unit ⊕ Unit → ℝ := Sum.elim (fun _ => 0) (fun _ => 2)

/-- The two-orbital model with full exact exchange has the required integral symmetry, a
non-singular `A + B`, and a non-zero exchange term `(aa|ii) - (ai|ai)`. -/
theorem magnetic_response_witness :
    (∀ p q r s, modelIntegral p q r s = modelIntegral p q s r) ∧
    (hessA modelEnergy modelIntegral 1 + hessB modelIntegral 1).det ≠ 0 ∧
    modelIntegral (.inr ()) (.inr ()) (.inl ()) (.inl ())
      - modelIntegral (.inr ()) (.inl ()) (.inr ()) (.inl ()) ≠ 0 := by
  -- occupied and virtual labels are distinct
  have hvo : ∀ a b : Unit, (Sum.inr a : Unit ⊕ Unit) ≠ Sum.inl b := by
    intro a b h
    cases h
  have hov : ∀ a b : Unit, (Sum.inl a : Unit ⊕ Unit) ≠ Sum.inr b := by
    intro a b h
    cases h
  refine ⟨?_, ?_, ?_⟩
  · intro p q r s
    simp only [modelIntegral, eq_comm (a := r) (b := s)]
  · let uniquePair : Unique (Unit × Unit) := ⟨⟨((), ())⟩, fun _ => rfl⟩
    rw [Matrix.det_unique]
    norm_num [hessA, hessB, modelEnergy, modelIntegral, hvo, hov]
  · norm_num [modelIntegral, hvo, hov]

end

end MagneticCPHF
```

```lean
#print axioms MagneticCPHF.exists_real_part_of_singular
#print axioms MagneticCPHF.magnetic_response_iff
#print axioms MagneticCPHF.magnetic_response_uncoupled
```

```
'MagneticCPHF.exists_real_part_of_singular' depends on axioms: [propext, Classical.choice, Quot.sound]
'MagneticCPHF.magnetic_response_iff' depends on axioms: [propext, Classical.choice, Quot.sound]
'MagneticCPHF.magnetic_response_uncoupled' depends on axioms: [propext, Classical.choice, Quot.sound]
```

`IsResponse A B h U` is the CPHF equation, component by component. Orbitals are labelled by `occ ⊕ virt`, with `.inl` for occupied and `.inr` for virtual, and a pair $(a,i)$ has type `virt × occ`. The function `g p q r s` stands for $(pq|rs)$. Its only assumed symmetry is `hg`, $(pq|rs)=(pq|sr)$, which holds for real orbitals.

The main theorem, `magnetic_response_iff`, is an equivalence: $U$ solves the equation exactly when $U=iX$ and $X$ satisfies the exchange-coupled equations. It doesn't promise a solution, since $A-B$ may be singular. The hypothesis `hAB` says that the orbital Hessian for real rotations has no zero mode; such a mode appears at the onset of a real closed-shell instability.

Hartree–Fock is $c=1$. For other values the matrices contain no exchange–correlation kernel, so they are not full hybrid-functional Hessians. The orbital set is finite and $h$ is given, not derived from a field. Within this static closed-shell model, the result bears on magnetic properties such as shieldings: their response equations need no Coulomb contribution from the trial amplitudes.

## How the proof follows the algebra

`isResponse_iff_re_im` takes real and imaginary parts of the sum; conjugation supplies the minus sign in $A-B$. `isResponse_imaginary_iff` then removes $R$, and `exists_real_part_of_singular` builds a solution with non-zero real part from $w$.

In `hess_sub_mulVec`, the rewrite with `hg` makes the two Coulomb integrals identical, `ring` cancels them, and the sum over pairs is split into sums over $b$ and $j$. The main theorem combines this with the previous equivalence. `magnetic_response_uncoupled` sets $c=0$ and divides by the gap.

`magnetic_response_witness` checks a model with one occupied and one virtual orbital. There $A+B = 7/4$ and the exchange term $(aa|ii)-(ai|ai)$ is $3/4$, so the assumptions are compatible with a non-zero exchange contribution. With a single pair, this term acts on one amplitude and does not link different ones. The model is purely algebraic: its integrals are chosen for easy arithmetic and cannot come from actual orthonormal orbitals.

## The determinant lemma that removes the real part

The proof turns on `Matrix.eq_zero_of_mulVec_eq_zero`: if $\det M\neq0$ and $Mv=0$, then $v=0$. It needs no explicit inverse. It cannot be applied directly to the original equation, because $U\mapsto AU+B\bar U$ is generally not complex-linear; the separation first produces an ordinary real matrix acting on $R$. The singular case uses the companion `Matrix.exists_mulVec_eq_zero_iff`, which turns a zero determinant into a non-zero null vector.
